# The Sherman–Morrison–Woodbury identity in a ring, with Broyden's rank-one update

Let a be invertible in a ring, let u, v be arbitrary elements, and put C = 1 + v a⁻¹ u. Then a + uv is invertible exactly when C is, and in that case

(a + uv)⁻¹ = a⁻¹ − a⁻¹ u C⁻¹ v a⁻¹,  C⁻¹ = 1 − v (a + uv)⁻¹ u.

The named matrix identity also allows rectangular factors with a middle matrix between them; here u and v lie in the same ring as a, and the rank-one case is proved separately. Rank-one inverse updates enter Broyden-type mixing in self-consistent-field iterations, of which only a single update of the approximate Jacobian and its inverse, for real vectors of finite dimension, is treated.

## Ring identity

`R` is any ring with identity, not assumed commutative: square matrices or bounded operators are examples. The type `Rˣ` makes a a unit, and `(↑a⁻¹ : R)` is its two-sided inverse.

In Lean 4 with Mathlib:

```lean
import Mathlib

open Matrix

namespace ShermanMorrisonAlgebra

noncomputable section

section RingLevel

variable {R : Type*} [Ring R]
```

The element C is `capacitance`, and `woodburyInverse` is the candidate with a free element w in place of C⁻¹:

W(w) = a⁻¹ − a⁻¹ u w v a⁻¹.

```lean
/-- The capacitance element `1 + v a⁻¹ u` of the update `a ↦ a + u v`. -/
def capacitance (a : Rˣ) (u v : R) : R := 1 + v * (↑a⁻¹ : R) * u

/-- The expression `a⁻¹ - a⁻¹ u w v a⁻¹`. -/
def woodburyInverse (a : Rˣ) (u v w : R) : R :=
  (↑a⁻¹ : R) - (↑a⁻¹ : R) * u * w * v * (↑a⁻¹ : R)
```

Expanding and using a a⁻¹ = a⁻¹ a = 1 moves the update past a⁻¹:

(a + uv) a⁻¹ u = u + u v a⁻¹ u = u C,

v a⁻¹ (a + uv) = v + v a⁻¹ u v = C v.

Each `calc` chain follows one line, with `noncomm_ring` regrouping products without reordering them.

```lean
/-- Push-through identities: `(a + u v) a⁻¹ u = u C` and `v a⁻¹ (a + u v) = C v`,
with `C` the capacitance. -/
theorem push_through (a : Rˣ) (u v : R) :
    ((a : R) + u * v) * (↑a⁻¹ : R) * u = u * capacitance a u v ∧
    v * (↑a⁻¹ : R) * ((a : R) + u * v) = capacitance a u v * v := by
  have h1 : (a : R) * (↑a⁻¹ : R) = 1 := a.mul_inv
  have h2 : (↑a⁻¹ : R) * (a : R) = 1 := a.inv_mul
  unfold capacitance
  constructor
  · calc ((a : R) + u * v) * (↑a⁻¹ : R) * u
        = ((a : R) * (↑a⁻¹ : R)) * u + u * (v * (↑a⁻¹ : R) * u) := by noncomm_ring
      _ = u * (1 + v * (↑a⁻¹ : R) * u) := by rw [h1]; noncomm_ring
  · calc v * (↑a⁻¹ : R) * ((a : R) + u * v)
        = v * ((↑a⁻¹ : R) * (a : R)) + v * (↑a⁻¹ : R) * u * v := by noncomm_ring
      _ = (1 + v * (↑a⁻¹ : R) * u) * v := by rw [h2]; noncomm_ring
```

If C w = 1, the first identity gives

(a + uv) W(w) = 1 + u v a⁻¹ − u (C w) v a⁻¹ = 1.

If w C = 1, the second gives

W(w)(a + uv) = 1 + a⁻¹ u v − a⁻¹ u (w C) v = 1.

Both sides are checked because a one-sided inverse in a general ring need not be two-sided.

```lean
/-- If `w` is a right (left) inverse of the capacitance, then `a⁻¹ - a⁻¹ u w v a⁻¹` is a
right (left) inverse of `a + u v`. -/
theorem woodburyInverse_spec (a : Rˣ) (u v w : R) :
    (capacitance a u v * w = 1 → ((a : R) + u * v) * woodburyInverse a u v w = 1) ∧
    (w * capacitance a u v = 1 → woodburyInverse a u v w * ((a : R) + u * v) = 1) := by
  have h1 : (a : R) * (↑a⁻¹ : R) = 1 := a.mul_inv
  have h2 : (↑a⁻¹ : R) * (a : R) = 1 := a.inv_mul
  obtain ⟨p1, p2⟩ := push_through a u v
  unfold woodburyInverse
  constructor
  · intro hw
    calc ((a : R) + u * v) * ((↑a⁻¹ : R) - (↑a⁻¹ : R) * u * w * v * (↑a⁻¹ : R))
        = ((a : R) + u * v) * (↑a⁻¹ : R)
            - (((a : R) + u * v) * (↑a⁻¹ : R) * u) * w * v * (↑a⁻¹ : R) := by noncomm_ring
      _ = (a : R) * (↑a⁻¹ : R) + u * v * (↑a⁻¹ : R)
            - u * (capacitance a u v * w) * v * (↑a⁻¹ : R) := by rw [p1]; noncomm_ring
      _ = 1 := by rw [hw, h1]; noncomm_ring
  · intro hw
    calc ((↑a⁻¹ : R) - (↑a⁻¹ : R) * u * w * v * (↑a⁻¹ : R)) * ((a : R) + u * v)
        = (↑a⁻¹ : R) * ((a : R) + u * v)
            - (↑a⁻¹ : R) * u * w * (v * (↑a⁻¹ : R) * ((a : R) + u * v)) := by noncomm_ring
      _ = (↑a⁻¹ : R) * (a : R) + (↑a⁻¹ : R) * u * v
            - (↑a⁻¹ : R) * u * (w * capacitance a u v) * v := by rw [p2]; noncomm_ring
      _ = 1 := by rw [hw, h2]; noncomm_ring
```

Conversely, if (a + uv) z = 1, then

C (1 − v z u) = C − v a⁻¹ (a + uv) z u = C − v a⁻¹ u = 1,

and z (a + uv) = 1 gives (1 − v z u) C = C − v z (a + uv) a⁻¹ u = 1.

```lean
/-- If `z` is a right (left) inverse of `a + u v`, then `1 - v z u` is a right (left)
inverse of the capacitance. -/
theorem capacitance_inverse_spec (a : Rˣ) (u v z : R) :
    (((a : R) + u * v) * z = 1 → capacitance a u v * (1 - v * z * u) = 1) ∧
    (z * ((a : R) + u * v) = 1 → (1 - v * z * u) * capacitance a u v = 1) := by
  obtain ⟨p1, p2⟩ := push_through a u v
  constructor
  · intro hz
    calc capacitance a u v * (1 - v * z * u)
        = capacitance a u v - (capacitance a u v * v) * z * u := by noncomm_ring
      _ = capacitance a u v - v * (↑a⁻¹ : R) * (((a : R) + u * v) * z) * u := by
          rw [← p2]; noncomm_ring
      _ = 1 := by rw [hz]; unfold capacitance; noncomm_ring
  · intro hz
    calc (1 - v * z * u) * capacitance a u v
        = capacitance a u v - v * z * (u * capacitance a u v) := by noncomm_ring
      _ = capacitance a u v - v * (z * ((a : R) + u * v)) * (↑a⁻¹ : R) * u := by
          rw [← p1]; noncomm_ring
      _ = 1 := by rw [hz]; unfold capacitance; noncomm_ring
```

In `woodbury`, `hiff` builds each unit from the other's inverse with these two lemmas. The step `huniq` is x⁻¹ = x⁻¹(x y) = y for a unit x with x y = 1, and it identifies both candidates with the true inverses. `Ring.inverse` and the matrix inverse below return zero on non-invertible arguments, so every formula is stated under an invertibility condition. That condition cannot be dropped: over the integers, a = u = 1 and v = −1 give C = 0 and a + uv = 0.

```lean
/-- Sherman-Morrison-Woodbury identity in any ring: for a unit `a`, the element `a + u v` is a
unit iff `C = 1 + v a⁻¹ u` is, and then `(a + u v)⁻¹ = a⁻¹ - a⁻¹ u C⁻¹ v a⁻¹` and
`C⁻¹ = 1 - v (a + u v)⁻¹ u`. -/
theorem woodbury (a : Rˣ) (u v : R) :
    (IsUnit ((a : R) + u * v) ↔ IsUnit (capacitance a u v)) ∧
    (IsUnit (capacitance a u v) →
      Ring.inverse ((a : R) + u * v)
          = woodburyInverse a u v (Ring.inverse (capacitance a u v)) ∧
      Ring.inverse (capacitance a u v) = 1 - v * Ring.inverse ((a : R) + u * v) * u) := by
  have hiff : IsUnit ((a : R) + u * v) ↔ IsUnit (capacitance a u v) := by
    constructor
    · intro hz
      obtain ⟨q1, q2⟩ := capacitance_inverse_spec a u v (Ring.inverse ((a : R) + u * v))
      exact ⟨⟨_, _, q1 (Ring.mul_inverse_cancel _ hz), q2 (Ring.inverse_mul_cancel _ hz)⟩, rfl⟩
    · intro hc
      obtain ⟨q1, q2⟩ := woodburyInverse_spec a u v (Ring.inverse (capacitance a u v))
      exact ⟨⟨_, _, q1 (Ring.mul_inverse_cancel _ hc), q2 (Ring.inverse_mul_cancel _ hc)⟩, rfl⟩
  -- a right inverse of a unit is its inverse
  have huniq : ∀ x y : R, IsUnit x → x * y = 1 → Ring.inverse x = y := by
    intro x y hx hxy
    calc Ring.inverse x = Ring.inverse x * (x * y) := by rw [hxy, mul_one]
      _ = (Ring.inverse x * x) * y := by noncomm_ring
      _ = y := by rw [Ring.inverse_mul_cancel _ hx, one_mul]
  refine ⟨hiff, fun hc => ⟨?_, ?_⟩⟩
  · exact huniq _ _ (hiff.2 hc)
      ((woodburyInverse_spec a u v _).1 (Ring.mul_inverse_cancel _ hc))
  · exact huniq _ _ hc
      ((capacitance_inverse_spec a u v _).1 (Ring.mul_inverse_cancel _ (hiff.2 hc)))

end RingLevel
```

## A non-commuting example

In 2×2 integer matrices take a = [[1,1],[0,1]], u = [[0,0],[1,0]], v = [[0,−2],[0,0]] and w = diag(−1, 1).

```lean
/-- The integer shear matrix `[[1,1],[0,1]]` as a unit, with inverse `[[1,-1],[0,1]]`. -/
def shear : (Matrix (Fin 2) (Fin 2) ℤ)ˣ where
  val := !![1, 1; 0, 1]
  inv := !![1, -1; 0, 1]
  val_inv := by decide
  inv_val := by decide

/-- The left update factor `[[0,0],[1,0]]`. -/
def leftFactor : Matrix (Fin 2) (Fin 2) ℤ := !![0, 0; 1, 0]

/-- The right update factor `[[0,-2],[0,0]]`. -/
def rightFactor : Matrix (Fin 2) (Fin 2) ℤ := !![0, -2; 0, 0]

/-- The diagonal matrix `diag(-1, 1)`. -/
def signFlip : Matrix (Fin 2) (Fin 2) ℤ := !![-1, 0; 0, 1]
```

By hand C = diag(−1, 1), uv = diag(0, −2) and vu = diag(−2, 0). The theorem checks by direct evaluation that C w = w C = 1, that uv ≠ vu, and that W(w) = [[1,1],[0,−1]].

```lean
/-- For the shear matrix and the non-commuting factors above, `diag(-1, 1)` is a two-sided
inverse of the capacitance, and `a⁻¹ - a⁻¹ u w v a⁻¹ = [[1,1],[0,-1]]`. -/
theorem woodbury_witness :
    capacitance shear leftFactor rightFactor * signFlip = 1 ∧
    signFlip * capacitance shear leftFactor rightFactor = 1 ∧
    leftFactor * rightFactor ≠ rightFactor * leftFactor ∧
    woodburyInverse shear leftFactor rightFactor signFlip = !![1, 1; 0, -1] := by
  have h : (↑shear⁻¹ : Matrix (Fin 2) (Fin 2) ℤ) = !![1, -1; 0, 1] := rfl
  unfold capacitance woodburyInverse
  rw [h]
  unfold leftFactor rightFactor signFlip
  refine ⟨?_, ?_, ?_, ?_⟩
  · decide
  · decide
  · decide
  · decide
```

## Rank-one update over a field

Now A is an n×n matrix over a field K and u, v are vectors. `vecMulVec u v` is u vᵀ, `*ᵥ` applies a matrix to a vector, and `⬝ᵥ` is the bilinear product Σᵢ vᵢ xᵢ without complex conjugation. Componentwise, Σⱼ uᵢ vⱼ xⱼ = (v·x) uᵢ, so

(u vᵀ) x = (v·x) u.

```lean
section RankOne

variable {n K : Type*} [Fintype n] [Field K]

/-- An outer product acts on a vector as `(u vᵀ) x = (v · x) u`. -/
theorem rankOne_mulVec (u v x : n → K) : vecMulVec u v *ᵥ x = (v ⬝ᵥ x) • u := by
  ext i
  simp only [Matrix.mulVec, dotProduct, Matrix.vecMulVec_apply, Pi.smul_apply, smul_eq_mul,
    Finset.sum_mul]
  exact Finset.sum_congr rfl fun _ _ => by ring
```

Exchanging the two sums in Σₖₗ uᵢ vₖ Hₖₗ xₗ yⱼ gives

(u vᵀ) H (x yᵀ) = (v·Hx) u yᵀ.

```lean
/-- A matrix between two outer products collapses to a scalar:
`(u vᵀ) H (x yᵀ) = (v · H x) u yᵀ`. -/
theorem rankOne_sandwich (H : Matrix n n K) (u v x y : n → K) :
    vecMulVec u v * H * vecMulVec x y = (v ⬝ᵥ (H *ᵥ x)) • vecMulVec u y := by
  ext i j
  simp only [Matrix.mul_apply, Matrix.vecMulVec_apply, Matrix.smul_apply, smul_eq_mul,
    Matrix.mulVec, dotProduct, Finset.sum_mul, Finset.mul_sum]
  rw [Finset.sum_comm]
  exact Finset.sum_congr rfl fun _ _ => Finset.sum_congr rfl fun _ _ => by ring
```

Let A be invertible and σ = 1 + v·A⁻¹u. For σ ≠ 0 the second identity yields, as in `hright`,

(A + u vᵀ)(A⁻¹ − σ⁻¹ A⁻¹ u vᵀ A⁻¹) = 1 + [1 − σ⁻¹ − σ⁻¹(σ − 1)] u vᵀ A⁻¹ = 1,

and a right inverse of a finite square matrix is its inverse. For necessity, (A + u vᵀ) A⁻¹u = σ u. If σ = 0 and A + u vᵀ were invertible, its kernel would be trivial (`hker`), so A⁻¹u = 0 and σ = 1, a contradiction. The theorem states that A + u vᵀ is invertible iff σ ≠ 0, with the inverse above.

```lean
/-- Sherman-Morrison formula: for invertible `A`, the matrix `A + u vᵀ` is invertible iff
`σ = 1 + v · A⁻¹ u ≠ 0`, and then its inverse is `A⁻¹ - σ⁻¹ A⁻¹ u vᵀ A⁻¹`. -/
theorem sherman_morrison [DecidableEq n] (A : Matrix n n K) (hA : IsUnit A) (u v : n → K) :
    (IsUnit (A + vecMulVec u v) ↔ 1 + v ⬝ᵥ (A⁻¹ *ᵥ u) ≠ 0) ∧
    (1 + v ⬝ᵥ (A⁻¹ *ᵥ u) ≠ 0 →
      (A + vecMulVec u v)⁻¹
        = A⁻¹ - (1 + v ⬝ᵥ (A⁻¹ *ᵥ u))⁻¹ • (A⁻¹ * vecMulVec u v * A⁻¹)) := by
  have hAH : A * A⁻¹ = 1 :=
    Matrix.mul_nonsing_inv A ((Matrix.isUnit_iff_isUnit_det A).1 hA)
  have key := rankOne_sandwich A⁻¹ u v u v
  have hv := rankOne_mulVec u v (A⁻¹ *ᵥ u)
  set s := v ⬝ᵥ (A⁻¹ *ᵥ u) with hs
  -- the formula is a right inverse when `1 + s ≠ 0`
  have hright : 1 + s ≠ 0 →
      (A + vecMulVec u v) * (A⁻¹ - (1 + s)⁻¹ • (A⁻¹ * vecMulVec u v * A⁻¹)) = 1 := by
    intro hσ
    have hts : (1 + s)⁻¹ * s = 1 - (1 + s)⁻¹ := by
      have h := inv_mul_cancel₀ hσ
      linear_combination h
    calc (A + vecMulVec u v) * (A⁻¹ - (1 + s)⁻¹ • (A⁻¹ * vecMulVec u v * A⁻¹))
        = A * A⁻¹ + vecMulVec u v * A⁻¹
            - (1 + s)⁻¹ • ((A * A⁻¹) * vecMulVec u v * A⁻¹)
            - (1 + s)⁻¹ • ((vecMulVec u v * A⁻¹ * vecMulVec u v) * A⁻¹) := by
          simp only [Matrix.add_mul, Matrix.mul_sub, Matrix.mul_smul, smul_add,
            Matrix.mul_assoc]
          abel
      _ = 1 := by
          rw [hAH, key, Matrix.one_mul, Matrix.smul_mul, smul_smul, hts, sub_smul, one_smul]
          abel
  refine ⟨⟨?_, fun hσ => ?_⟩, fun hσ => Matrix.inv_eq_right_inv (hright hσ)⟩
  · intro hU hσ
    have hinv : (A + vecMulVec u v)⁻¹ * (A + vecMulVec u v) = 1 :=
      Matrix.nonsing_inv_mul _ ((Matrix.isUnit_iff_isUnit_det _).1 hU)
    have hker : ∀ x : n → K, (A + vecMulVec u v) *ᵥ x = 0 → x = 0 := by
      intro x hx
      have h : (A + vecMulVec u v)⁻¹ *ᵥ ((A + vecMulVec u v) *ᵥ x) = x := by
        rw [Matrix.mulVec_mulVec, hinv, Matrix.one_mulVec]
      rw [hx, Matrix.mulVec_zero] at h
      exact h.symm
    -- if `1 + s = 0` then `A⁻¹ u` lies in the kernel
    have h0 : (A + vecMulVec u v) *ᵥ (A⁻¹ *ᵥ u) = 0 := by
      rw [Matrix.add_mulVec, hv, Matrix.mulVec_mulVec, hAH, Matrix.one_mulVec]
      calc u + s • u = (1 + s) • u := by rw [add_smul, one_smul]
        _ = 0 := by rw [hσ, zero_smul]
    have hs0 : s = 0 := by rw [hs, hker _ h0, dotProduct_zero]
    rw [hs0, add_zero] at hσ
    exact one_ne_zero hσ
  · exact ⟨⟨_, _, hright hσ, _root_.mul_eq_one_comm.1 (hright hσ)⟩, rfl⟩

end RankOne
```

## One Jacobian update of the good Broyden method

Let B be a real approximate Jacobian of a residual, s the step and y the change in residual. The algebra treats them as arbitrary and does not use that interpretation. The update is

B′ = B + (y − Bs) sᵀ / (s·s),

```lean
section Broyden

variable {n : Type*} [Fintype n]

/-- The good Broyden update `B + (y - B s) sᵀ / (s · s)` of an approximate Jacobian `B`, for a
step `s` and residual change `y`. -/
def broydenUpdate (B : Matrix n n ℝ) (s y : n → ℝ) : Matrix n n ℝ :=
  B + vecMulVec ((s ⬝ᵥ s)⁻¹ • (y - B *ᵥ s)) s
```

and the corresponding update of a matrix H is

H′ = H + (s − Hy) sᵀ H / (s·Hy).

```lean
/-- The update `H + (s - H y) sᵀ H / (s · H y)` of an approximate inverse Jacobian `H`. -/
def broydenInverseUpdate (H : Matrix n n ℝ) (s y : n → ℝ) : Matrix n n ℝ :=
  H + (s ⬝ᵥ (H *ᵥ y))⁻¹ • (vecMulVec (s - H *ᵥ y) s * H)
```

For real s ≠ 0 one has s·s ≠ 0, hence B′s = Bs + (y − Bs) = y, the secant condition. At s = 0 no matrix maps s to a nonzero y, and over the complex numbers s = (1, i) has s·s = 0.

```lean
/-- For a nonzero step the good Broyden update satisfies the secant condition `B' s = y`. -/
theorem broyden_secant (B : Matrix n n ℝ) (s y : n → ℝ) (hs : s ≠ 0) :
    broydenUpdate B s y *ᵥ s = y := by
  have hss : s ⬝ᵥ s ≠ 0 := fun h => hs (dotProduct_self_eq_zero.1 h)
  unfold broydenUpdate
  rw [Matrix.add_mulVec, rankOne_mulVec, smul_smul, mul_inv_cancel₀ hss, one_smul]
  abel
```

For invertible B with H = B⁻¹, apply the rank-one formula with u = (y − Bs)/(s·s) and v = s. Then Hu = (Hy − s)/(s·s), which is `hHu`, and `hσ` is

σ = 1 + (s·Hy − s·s)/(s·s) = (s·Hy)/(s·s).

So B′ is invertible iff s·Hy ≠ 0. In that case H u sᵀ = (Hu) sᵀ by `hmul`, the factors s·s cancel in `hcoef`, and

B′⁻¹ = H − σ⁻¹ (Hu) sᵀ H = H + (s − Hy) sᵀ H / (s·Hy) = H′.

Convergence of the iteration and the effect of rounding when s·Hy is small are not established by these theorems.

```lean
/-- For invertible `B` and a nonzero step, the good Broyden update is invertible iff
`s · B⁻¹ y ≠ 0`, and then its inverse is `H + (s - H y) sᵀ H / (s · H y)` with `H = B⁻¹`. -/
theorem broyden_inverse [DecidableEq n] (B : Matrix n n ℝ) (hB : IsUnit B) (s y : n → ℝ)
    (hs : s ≠ 0) :
    (IsUnit (broydenUpdate B s y) ↔ s ⬝ᵥ (B⁻¹ *ᵥ y) ≠ 0) ∧
    (s ⬝ᵥ (B⁻¹ *ᵥ y) ≠ 0 → (broydenUpdate B s y)⁻¹ = broydenInverseUpdate B⁻¹ s y) := by
  have hss : s ⬝ᵥ s ≠ 0 := fun h => hs (dotProduct_self_eq_zero.1 h)
  have hc : (s ⬝ᵥ s)⁻¹ ≠ 0 := inv_ne_zero hss
  have hHB : B⁻¹ * B = 1 :=
    Matrix.nonsing_inv_mul B ((Matrix.isUnit_iff_isUnit_det B).1 hB)
  have hHu : B⁻¹ *ᵥ ((s ⬝ᵥ s)⁻¹ • (y - B *ᵥ s)) = (s ⬝ᵥ s)⁻¹ • (B⁻¹ *ᵥ y - s) := by
    rw [Matrix.mulVec_smul, Matrix.mulVec_sub, Matrix.mulVec_mulVec, hHB, Matrix.one_mulVec]
  -- the Sherman-Morrison denominator is `(s · H y) / (s · s)`
  have hσ : 1 + s ⬝ᵥ (B⁻¹ *ᵥ ((s ⬝ᵥ s)⁻¹ • (y - B *ᵥ s)))
      = (s ⬝ᵥ s)⁻¹ * (s ⬝ᵥ (B⁻¹ *ᵥ y)) := by
    rw [hHu, dotProduct_smul, dotProduct_sub, smul_eq_mul]
    have h := inv_mul_cancel₀ hss
    linear_combination (-1 : ℝ) * h
  obtain ⟨h1, h2⟩ := sherman_morrison B hB ((s ⬝ᵥ s)⁻¹ • (y - B *ᵥ s)) s
  rw [hσ] at h1 h2
  unfold broydenUpdate broydenInverseUpdate
  constructor
  · rw [h1]
    exact ⟨fun h hd => h (by rw [hd, mul_zero]), fun h => mul_ne_zero hc h⟩
  · intro hd
    have hmul : ∀ (H : Matrix n n ℝ) (x : n → ℝ),
        H * vecMulVec x s = vecMulVec (H *ᵥ x) s := by
      intro H x
      ext i j
      simp only [Matrix.mul_apply, Matrix.vecMulVec_apply, Matrix.mulVec, dotProduct,
        Finset.sum_mul]
      exact Finset.sum_congr rfl fun _ _ => by ring
    have hv : vecMulVec ((s ⬝ᵥ s)⁻¹ • (B⁻¹ *ᵥ y - s)) s
        = (-(s ⬝ᵥ s)⁻¹) • vecMulVec (s - B⁻¹ *ᵥ y) s := by
      ext i j
      simp only [Matrix.vecMulVec_apply, Matrix.smul_apply, Pi.smul_apply, Pi.sub_apply,
        smul_eq_mul]
      ring
    have hcoef : ((s ⬝ᵥ s)⁻¹ * (s ⬝ᵥ (B⁻¹ *ᵥ y)))⁻¹ * (-(s ⬝ᵥ s)⁻¹)
        = -(s ⬝ᵥ (B⁻¹ *ᵥ y))⁻¹ := by
      rw [mul_inv, inv_inv]
      linear_combination (-(s ⬝ᵥ (B⁻¹ *ᵥ y))⁻¹) * (mul_inv_cancel₀ hss)
    rw [h2 (mul_ne_zero hc hd), hmul, hHu, hv, Matrix.smul_mul, smul_smul, hcoef, neg_smul,
      sub_neg_eq_add]

end Broyden

end

end ShermanMorrisonAlgebra
```

```lean
#print axioms ShermanMorrisonAlgebra.woodbury
#print axioms ShermanMorrisonAlgebra.broyden_secant
#print axioms ShermanMorrisonAlgebra.broyden_inverse
```

```
'ShermanMorrisonAlgebra.woodbury' depends on axioms: [propext, Classical.choice, Quot.sound]
'ShermanMorrisonAlgebra.broyden_secant' depends on axioms: [propext, Classical.choice, Quot.sound]
'ShermanMorrisonAlgebra.broyden_inverse' depends on axioms: [propext, Classical.choice, Quot.sound]
```
